# For $a, x > 0$, the static interaction $a - 3I^2x/(1 - xI)$ turns attractive before the Stoner instability

## Why is my interaction negative when the system is not yet magnetic?

My static interaction with a spin-channel vertex, $W(I) = a - 3I^2x/(1 - xI)$, turns negative before the Stoner instability at $I = 1/x$. Here $a$ is the bare repulsion, $x$ the bare spin susceptibility and $I$ the exchange coupling. With $ax = 1$ and $xI = 1/2$ I get $W = -a/2$, although the enhanced susceptibility is only twice the bare one. Have I made a sign error, or does this model really become attractive in the paramagnetic phase?

## It does, above one critical coupling

There is no sign error. For $a, x > 0$, $W$ falls strictly from $a$ at $I = 0$ to $-\infty$ as $I \to 1/x$ from below, and on $0 \le I < 1/x$ it vanishes exactly once, at

$$I_c = \frac{\sqrt{(ax)^2 + 12ax} - ax}{6x}.$$

Within this range it is attractive exactly for $I > I_c$. In your example $xI_c = (\sqrt{13} - 1)/6 \approx 0.43$, so $xI = 1/2$ is already past the sign change. Within this static model, a negative $W$ is therefore no evidence that the Stoner point has been crossed; for $I > 1/x$ the formula would even give $W > a$.

### From the ladder to the sign change

Repeated exchange scattering gives a geometric series for the enhanced susceptibility. For $|xI| < 1$,

$$\chi(I) = x\sum_{n\ge 0}(xI)^n = \frac{x}{1 - xI}, \qquad W(I) = a - 3I^2\chi(I).$$

Take $0 \le I < J < 1/x$. Then $0 < 1 - xJ < 1 - xI$, so $\chi(I) < \chi(J)$, and also $I^2 < J^2$. Hence

$$J^2\chi(J) - I^2\chi(I) = (J^2 - I^2)\,\chi(J) + I^2\,[\chi(J) - \chi(I)] > 0,$$

and $W(J) < W(I)$. As $I \to 1/x$ from below, the numerator $3I^2x$ tends to $3/x > 0$ while the denominator $1 - xI$ tends to zero through positive values, so $W \to -\infty$.

Where $1 - xI > 0$, the condition $W = 0$ reads $a(1 - xI) = 3xI^2$, or

$$3xI^2 + axI = a.$$

Its positive root is $I_c$; the other root is negative. Since

$$(ax)^2 < (ax)^2 + 12ax < (ax + 6)^2,$$

the square root lies between $ax$ and $ax + 6$, which gives $0 < I_c < 1/x$. Strict decrease makes this the only zero in the range and fixes the sign on either side.

Two further results follow. The quadratic gives $3xI_c^2 = a - axI_c < a$, so $I_c < \sqrt{a/(3x)}$. If the bare repulsion is itself the exchange coupling, $a = I > 0$, then below the Stoner point $W < 0$ means $1 - xI < 3xI$, that is, $xI > 1/4$: a quarter of the Stoner value. This number belongs to the prefactor 3 in $W$, and so to the normalisation of $x$ and $I$; with a prefactor $c > 0$ in its place the condition would be $xI > 1/(1 + c)$.

In the limit $ax \to 0$, the formula gives $xI_c \approx \sqrt{ax/3}$, so a weak bare repulsion is overcome far below the instability and the square-root bound becomes tight. For $ax \to \infty$, in contrast, $xI_c \to 1$: the sign change moves up to the instability. The square-root bound exceeds $1/x$ once $ax > 3$ and is then weaker than $I_c < 1/x$.

### What the Lean statements say

`spinChi x I` is $\chi(I)$, `effectiveW a x I` is $W(I)$ and `turningCoupling a x` is $I_c$, all real numbers. The main theorem, `attraction_before_stoner`, assumes only `0 < a` and `0 < x`. Its five parts are the value at $I = 0$, strict decrease on `Ico 0 (1 / x)` (the interval $0 \le I < 1/x$), divergence to $-\infty$ along `𝓝[<] (1 / x)` (approach from below), a unique zero in the interval, and the equivalence of $W < 0$ with $I_c < I$. That the zero is $I_c$ is stated by `effectiveW_turningCoupling`. The case $a = I$ appears as `effectiveW I x I`.

The ladder sum is proved, but the form of $W$ is put in by definition. The factor $I^2$ stands for an exchange vertex at each end of the spin fluctuation, and the 3 for the equal contributions of three spin components in a rotationally invariant paramagnet. Momentum and frequency dependence and charge screening are left out, and $a$ stays fixed as $I$ varies, except in the case $a = I$. The sign of $W$ also does not decide Cooper pairing: the 3 belongs to the spin sum in the self-energy, whereas in a singlet pair $\boldsymbol\sigma_1\cdot\boldsymbol\sigma_2 = -3$ reverses the spin term.

```lean
import Mathlib

open Filter Topology Set

namespace SpinFluctuationVertex

noncomputable section

/-- The static spin susceptibility `x / (1 - x I)` enhanced by the exchange coupling `I`,
for bare susceptibility `x`; its domain is `x I ≠ 1`. -/
def spinChi (x I : ℝ) : ℝ := x / (1 - x * I)

/-- The static effective interaction: bare repulsion `a` minus the exchange of spin fluctuations
with three components, on the domain `x I ≠ 1`. -/
def effectiveW (a x I : ℝ) : ℝ := a - 3 * I ^ 2 * spinChi x I

/-- The coupling `(√((a x)² + 12 a x) - a x) / (6 x)`, for `a > 0` and `x > 0`. -/
def turningCoupling (a x : ℝ) : ℝ :=
  (√((a * x) ^ 2 + 12 * a * x) - a * x) / (6 * x)

/-- For `|x I| < 1` the enhanced susceptibility is the sum of the ladder series
`x + x I x + x I x I x + ...`. -/
theorem hasSum_ladder {x I : ℝ} (h : |x * I| < 1) :
    HasSum (fun n : ℕ => x * (x * I) ^ n) (spinChi x I) := by
  unfold spinChi
  rw [div_eq_mul_inv]
  exact (hasSum_geometric_of_abs_lt_one h).mul_left x

/-- Below the Stoner instability, `I < 1/x` with `x > 0`, the Stoner denominator is positive. -/
theorem stoner_denominator_pos {x I : ℝ} (hx : 0 < x) (hI : I < 1 / x) :
    0 < 1 - x * I := by
  have h := (lt_div_iff₀ hx).1 hI
  linarith [mul_comm x I]

/-- For `x > 0` the effective interaction decreases strictly with the exchange coupling
on `0 ≤ I < 1/x`. -/
theorem effectiveW_strictAntiOn (a : ℝ) {x : ℝ} (hx : 0 < x) :
    StrictAntiOn (effectiveW a x) (Ico 0 (1 / x)) := by
  intro I hI J hJ hIJ
  have hdI := stoner_denominator_pos hx hI.2
  have hdJ := stoner_denominator_pos hx hJ.2
  -- both the squared vertex and the susceptibility grow
  have hchi : spinChi x I < spinChi x J := by
    unfold spinChi
    rw [div_lt_div_iff₀ hdI hdJ]
    nlinarith [mul_pos hx (mul_pos hx (sub_pos.2 hIJ))]
  have hpos : 0 < spinChi x J := div_pos hx hdJ
  have hsq : I ^ 2 < J ^ 2 := by nlinarith [hI.1]
  unfold effectiveW
  nlinarith [mul_nonneg (sq_nonneg I) (sub_nonneg.2 hchi.le),
    mul_pos (sub_pos.2 hsq) hpos]

/-- For `x > 0` the effective interaction tends to minus infinity as the coupling approaches
the Stoner value `1/x` from below. -/
theorem effectiveW_tendsto_atBot (a : ℝ) {x : ℝ} (hx : 0 < x) :
    Tendsto (effectiveW a x) (𝓝[<] (1 / x)) atBot := by
  -- the Stoner denominator tends to zero through positive values
  have hden : Tendsto (fun I : ℝ => 1 - x * I) (𝓝[<] (1 / x)) (𝓝[>] 0) := by
    refine tendsto_nhdsWithin_iff.2 ⟨?_, ?_⟩
    · have hc : Continuous (fun I : ℝ => 1 - x * I) := by fun_prop
      have h : Tendsto (fun I : ℝ => 1 - x * I) (𝓝[<] (1 / x)) (𝓝 (1 - x * (1 / x))) :=
        (hc.tendsto (1 / x)).mono_left nhdsWithin_le_nhds
      rwa [mul_one_div_cancel hx.ne', sub_self] at h
    · filter_upwards [self_mem_nhdsWithin] with I hI
      exact stoner_denominator_pos hx hI
  have hinv := tendsto_inv_nhdsGT_zero.comp hden
  -- the numerator has a positive limit
  have hc : Continuous (fun I : ℝ => 3 * I ^ 2 * x) := by fun_prop
  have hnum : Tendsto (fun I : ℝ => 3 * I ^ 2 * x) (𝓝[<] (1 / x))
      (𝓝 (3 * (1 / x) ^ 2 * x)) :=
    (hc.tendsto (1 / x)).mono_left nhdsWithin_le_nhds
  have hprod := hnum.pos_mul_atTop (by positivity) hinv
  have h := tendsto_atBot_add_const_left _ a (tendsto_neg_atTop_atBot.comp hprod)
  refine h.congr (fun I => ?_)
  simp only [Function.comp_apply, effectiveW, spinChi]
  ring

/-- For `a, x > 0` the turning coupling lies strictly between zero and the Stoner value, and
solves the quadratic equation `3 x I² + a x I = a`. -/
theorem turningCoupling_spec {a x : ℝ} (ha : 0 < a) (hx : 0 < x) :
    turningCoupling a x ∈ Ioo 0 (1 / x) ∧
      3 * x * turningCoupling a x ^ 2 + a * x * turningCoupling a x = a := by
  have hax : 0 < a * x := mul_pos ha hx
  have hlo : a * x < √((a * x) ^ 2 + 12 * a * x) :=
    (Real.lt_sqrt hax.le).2 (by nlinarith)
  have hhi : √((a * x) ^ 2 + 12 * a * x) < a * x + 6 :=
    (Real.sqrt_lt' (by linarith)).2 (by nlinarith)
  have hsq : √((a * x) ^ 2 + 12 * a * x) ^ 2 = (a * x) ^ 2 + 12 * a * x :=
    Real.sq_sqrt (by positivity)
  unfold turningCoupling
  generalize √((a * x) ^ 2 + 12 * a * x) = s at hlo hhi hsq ⊢
  refine ⟨⟨div_pos (by linarith) (by positivity), ?_⟩, ?_⟩
  · rw [div_lt_div_iff₀ (by positivity) hx]
    nlinarith [mul_pos hx (sub_pos.2 hhi)]
  · have h : 6 * x * ((s - a * x) / (6 * x)) = s - a * x :=
      mul_div_cancel₀ _ (by positivity)
    generalize (s - a * x) / (6 * x) = c at h ⊢
    have h12 : 12 * x ≠ 0 := by positivity
    apply mul_left_cancel₀ h12
    linear_combination hsq + (6 * x * c + a * x + s) * h

/-- For `a, x > 0` the effective interaction vanishes at the turning coupling. -/
theorem effectiveW_turningCoupling {a x : ℝ} (ha : 0 < a) (hx : 0 < x) :
    effectiveW a x (turningCoupling a x) = 0 := by
  obtain ⟨hmem, hq⟩ := turningCoupling_spec ha hx
  have hd := stoner_denominator_pos hx hmem.2
  unfold effectiveW spinChi
  rw [sub_eq_zero, ← mul_div_assoc, eq_div_iff hd.ne']
  linear_combination -hq

/-- For `a, x > 0` the effective interaction starts at `a`, decreases strictly to minus infinity on
`0 ≤ I < 1/x`, vanishes at exactly one coupling there, and within this range is attractive exactly
above the turning coupling. -/
theorem attraction_before_stoner {a x : ℝ} (ha : 0 < a) (hx : 0 < x) :
    effectiveW a x 0 = a ∧
    StrictAntiOn (effectiveW a x) (Ico 0 (1 / x)) ∧
    Tendsto (effectiveW a x) (𝓝[<] (1 / x)) atBot ∧
    (∃! I, I ∈ Ico 0 (1 / x) ∧ effectiveW a x I = 0) ∧
    ∀ I ∈ Ico 0 (1 / x), (effectiveW a x I < 0 ↔ turningCoupling a x < I) := by
  have hanti := effectiveW_strictAntiOn a hx
  have hzero := effectiveW_turningCoupling ha hx
  have hmem : turningCoupling a x ∈ Ico 0 (1 / x) :=
    Ioo_subset_Ico_self (turningCoupling_spec ha hx).1
  refine ⟨by simp [effectiveW], hanti, effectiveW_tendsto_atBot a hx,
    ⟨turningCoupling a x, ⟨hmem, hzero⟩, fun J hJ =>
      hanti.injOn hJ.1 hmem (hJ.2.trans hzero.symm)⟩, fun I hI => ⟨fun h => ?_, fun h => ?_⟩⟩
  · -- at or below the turning coupling the interaction is not negative
    by_contra hn
    rcases (not_lt.1 hn).lt_or_eq with hlt | heq
    · have := hanti hI hmem hlt
      linarith
    · rw [heq] at h
      linarith
  · have := hanti hmem hI h
    linarith

/-- For `a, x > 0` the turning coupling is smaller than `√(a / (3 x))`. -/
theorem turningCoupling_lt_sqrt {a x : ℝ} (ha : 0 < a) (hx : 0 < x) :
    turningCoupling a x < √(a / (3 * x)) := by
  obtain ⟨hmem, hq⟩ := turningCoupling_spec ha hx
  rw [Real.lt_sqrt hmem.1.le, lt_div_iff₀ (by positivity)]
  nlinarith [mul_pos (mul_pos ha hx) hmem.1]

/-- If the bare repulsion equals the exchange coupling `I`, with `x > 0` and `0 < I < 1/x`, the
effective interaction is attractive exactly when `x I > 1/4`. -/
theorem attractive_iff_quarter_stoner {x I : ℝ} (hx : 0 < x) (hI : 0 < I) (hS : I < 1 / x) :
    effectiveW I x I < 0 ↔ 1 / 4 < x * I := by
  have hd := stoner_denominator_pos hx hS
  unfold effectiveW spinChi
  rw [sub_lt_zero, ← mul_div_assoc, lt_div_iff₀ hd]
  constructor
  · intro h
    have h1 : 0 < I * (4 * (x * I) - 1) := by nlinarith
    have h2 := (mul_pos_iff_of_pos_left hI).1 h1
    linarith
  · intro h
    have h1 : 0 < 4 * (x * I) - 1 := by linarith
    nlinarith [mul_pos hI h1]

end

end SpinFluctuationVertex
```

```lean
#print axioms SpinFluctuationVertex.hasSum_ladder
#print axioms SpinFluctuationVertex.attraction_before_stoner
#print axioms SpinFluctuationVertex.turningCoupling_lt_sqrt
#print axioms SpinFluctuationVertex.attractive_iff_quarter_stoner
```

```
'SpinFluctuationVertex.hasSum_ladder' depends on axioms: [propext, Classical.choice, Quot.sound]
'SpinFluctuationVertex.attraction_before_stoner' depends on axioms: [propext, Classical.choice, Quot.sound]
'SpinFluctuationVertex.turningCoupling_lt_sqrt' depends on axioms: [propext, Classical.choice, Quot.sound]
'SpinFluctuationVertex.attractive_iff_quarter_stoner' depends on axioms: [propext, Classical.choice, Quot.sound]
```

### How the lemmas carry the argument

`hasSum_ladder` multiplies Mathlib's geometric series by $x$. `stoner_denominator_pos` turns $I < 1/x$ into $1 - xI > 0$, which the later lemmas use to clear fractions.

In `effectiveW_strictAntiOn`, cross-multiplication proves that $\chi$ grows. The last `nlinarith` receives the two products from the displayed difference, $I^2[\chi(J) - \chi(I)] \ge 0$ and $(J^2 - I^2)\chi(J) > 0$.

`effectiveW_tendsto_atBot` shows that the denominator tends to zero from above, so its inverse tends to $+\infty$. Multiplying by a numerator with a positive limit, changing the sign and adding $a$ gives the divergence of $W$.

`turningCoupling_spec` encloses the square root between $ax$ and $ax + 6$, then names it `s` and keeps only these bounds and its square. The bounds place $I_c$ in the open interval, and `linear_combination` verifies the quadratic. `effectiveW_turningCoupling` clears the denominator and reduces $W(I_c) = 0$ to that quadratic.

The main theorem needs no intermediate value argument, because the zero is explicit. Uniqueness comes from `hanti.injOn`, since a strictly decreasing function takes no value twice, and the sign statement compares $I$ with $I_c$ by the same monotonicity. `turningCoupling_lt_sqrt` uses the quadratic together with $axI_c > 0$. `attractive_iff_quarter_stoner` clears the denominator and divides out the positive factor $I$, leaving $4xI - 1 > 0$.
